# The triangular lattice of harmonic springs is elastically isotropic at small strain, with \(\lambda=\mu=\sqrt3K/4\)

The lattice enters here only through its elastic energy to second order in the strain: unstressed nearest-neighbour springs of constant \(K\), all stretched by one homogeneous strain \(e\). A bond of length \(a\) along the unit vector \(n_j\) then lengthens by \(a\,n_j\cdot e\,n_j\) to first order. Finite strain, prestress, bending forces and thermal motion are absent. Within this model, the results give reference values for testing a simulation of a spring network.

```lean
import Mathlib

open Matrix Finset

namespace TriangularLatticeElasticity

noncomputable section
```

## Bonds, energy and Christoffel matrix

The three bond directions make angles \(\theta+j\pi/3\) with the \(x\) axis, where \(j=0,1,2\) and \(\theta\) is the orientation of the lattice. In Lean, components `0` and `1` are \(x\) and \(y\).

```lean
/-- Unit vector along the `j`-th bond of a triangular lattice rotated by the angle `θ`. -/
def bond (θ : ℝ) (j : ℕ) : Fin 2 → ℝ :=
  ![Real.cos (θ + j * (Real.pi / 3)), Real.sin (θ + j * (Real.pi / 3))]
```

The energy per area is

\[
w(e)=\frac{K}{\sqrt3}\sum_{j=0}^{2}(n_j\cdot e\,n_j)^2 .
\]

The definition accepts any real \(2\times2\) matrix; symmetry of the strain is a hypothesis where it is needed.

```lean
/-- Elastic energy per area of the lattice with spring constant `K` under the strain `e`. -/
def energyDensity (K θ : ℝ) (e : Matrix (Fin 2) (Fin 2) ℝ) : ℝ :=
  K / √3 * ∑ j ∈ range 3, (bond θ j ⬝ᵥ e *ᵥ bond θ j) ^ 2
```

The two-dimensional Lamé constants \(\lambda\) and \(\mu\) of an isotropic medium are defined by its energy per area, \(\mu\,\mathrm{tr}(e^2)+\tfrac{\lambda}{2}(\mathrm{tr}\,e)^2\) for symmetric \(e\). The candidate here is \(\lambda=\mu=\sqrt3K/4\).

```lean
/-- The modulus `√3 K / 4`. -/
def lameModulus (K : ℝ) : ℝ := √3 * K / 4
```

For a wave direction \(q\), the Christoffel matrix is also defined from the bonds,

\[
C(q)=\frac{2K}{\sqrt3}\sum_j (n_j\cdot q)^2\,n_jn_j^{T}.
\]

It is not derived from equations of motion; its link to the energy is proved below.

```lean
/-- Christoffel matrix of the spring lattice for the wave direction `q`, as a sum over bonds. -/
def christoffel (K θ : ℝ) (q : Fin 2 → ℝ) : Matrix (Fin 2) (Fin 2) ℝ :=
  (2 * (K / √3)) • ∑ j ∈ range 3, (bond θ j ⬝ᵥ q) ^ 2 • vecMulVec (bond θ j) (bond θ j)
```

## Fourth moments that do not depend on orientation

Write \(c=\cos\theta\) and \(s=\sin\theta\). The addition theorems give

\[
n_0=(c,s),\quad
n_1=\tfrac12(c-\sqrt3s,\;s+\sqrt3c),\quad
n_2=\tfrac12(-c-\sqrt3s,\;-s+\sqrt3c).
\]

```lean
/-- Cartesian components of the three bond directions in terms of the lattice angle. -/
theorem bond_cartesian (θ : ℝ) :
    bond θ 0 = ![Real.cos θ, Real.sin θ] ∧
    bond θ 1 = ![Real.cos θ / 2 - √3 / 2 * Real.sin θ, Real.sin θ / 2 + √3 / 2 * Real.cos θ] ∧
    bond θ 2 = ![-Real.cos θ / 2 - √3 / 2 * Real.sin θ,
      -Real.sin θ / 2 + √3 / 2 * Real.cos θ] := by
  have c1 : Real.cos (θ + Real.pi / 3) = Real.cos θ / 2 - √3 / 2 * Real.sin θ := by
    rw [Real.cos_add, Real.cos_pi_div_three, Real.sin_pi_div_three]; ring
  have s1 : Real.sin (θ + Real.pi / 3) = Real.sin θ / 2 + √3 / 2 * Real.cos θ := by
    rw [Real.sin_add, Real.cos_pi_div_three, Real.sin_pi_div_three]; ring
  have h2 : 2 * (Real.pi / 3) = Real.pi - Real.pi / 3 := by ring
  have c2 : Real.cos (θ + 2 * (Real.pi / 3)) = -Real.cos θ / 2 - √3 / 2 * Real.sin θ := by
    rw [h2, Real.cos_add, Real.cos_pi_sub, Real.sin_pi_sub, Real.cos_pi_div_three,
      Real.sin_pi_div_three]; ring
  have s2 : Real.sin (θ + 2 * (Real.pi / 3)) = -Real.sin θ / 2 + √3 / 2 * Real.cos θ := by
    rw [h2, Real.sin_add, Real.cos_pi_sub, Real.sin_pi_sub, Real.cos_pi_div_three,
      Real.sin_pi_div_three]; ring
  refine ⟨?_, ?_, ?_⟩
  · simp only [bond, Nat.cast_zero, zero_mul, add_zero]
  · simp only [bond, Nat.cast_one, one_mul, c1, s1]
  · simp only [bond, Nat.cast_ofNat, c2, s2]
```

Let \(x_j,y_j\) be the components of \(n_j\). The first moment needed is

\[
\sum_j x_j^4=c^4+\tfrac18(c^4+18c^2s^2+9s^4)=\tfrac98(c^2+s^2)^2=\tfrac98 .
\]

Similarly,

\[
\sum_j x_j^3y_j=c^3s+\tfrac18(c^3s+9cs^3)-\tfrac98(c^3s+cs^3)=0 .
\]

The second moments are \(\sum x_j^2=\sum y_j^2=\tfrac32\) and \(\sum x_jy_j=0\). With \(x_j^2+y_j^2=1\), they give the rest:

\[
\sum x_j^2y_j^2=\tfrac32-\tfrac98=\tfrac38,\qquad
\sum x_jy_j^3=0,\qquad
\sum y_j^4=\tfrac32-\tfrac38=\tfrac98 .
\]

Lean treats all five as polynomial identities in \(c\), \(s\) and \(r=\sqrt3\), using \(r^2=3\) and \(c^2+s^2=1\). Each `linear_combination` states the multiples of these relations that close the identity; the two vanishing moments use only \(r^2=3\).

```lean
/-- The fourth-order moments of the bond directions do not depend on the lattice angle. -/
theorem bond_moments (θ : ℝ) :
    ∑ j ∈ range 3, bond θ j 0 ^ 4 = 9 / 8 ∧
    ∑ j ∈ range 3, bond θ j 0 ^ 3 * bond θ j 1 = 0 ∧
    ∑ j ∈ range 3, bond θ j 0 ^ 2 * bond θ j 1 ^ 2 = 3 / 8 ∧
    ∑ j ∈ range 3, bond θ j 0 * bond θ j 1 ^ 3 = 0 ∧
    ∑ j ∈ range 3, bond θ j 1 ^ 4 = 9 / 8 := by
  obtain ⟨h0, h1, h2⟩ := bond_cartesian θ
  have hr : √3 ^ 2 = (3 : ℝ) := Real.sq_sqrt (by norm_num)
  have hcs := Real.cos_sq_add_sin_sq θ
  simp only [sum_range_succ, sum_range_zero, zero_add, h0, h1, h2, Matrix.cons_val_zero,
    Matrix.cons_val_one, Matrix.cons_val_fin_one]
  generalize Real.cos θ = c at *
  generalize Real.sin θ = s at *
  generalize √3 = r at *
  -- each moment is a polynomial identity modulo r² = 3 and c² + s² = 1
  refine ⟨?_, ?_, ?_, ?_, ?_⟩
  · linear_combination (1 / 8) * (6 * c ^ 2 * s ^ 2 + s ^ 4 * (r ^ 2 + 3)) * hr
      + 9 / 8 * (c ^ 2 + s ^ 2 + 1) * hcs
  · linear_combination (1 / 8) * c * s * (-3 * c ^ 2 - s ^ 2 * r ^ 2) * hr
  · linear_combination (1 / 8) * (c ^ 2 * s ^ 2 * (r ^ 2 + 1) + (c ^ 2 - s ^ 2) ^ 2) * hr
      + 3 / 8 * (c ^ 2 + s ^ 2 + 1) * hcs
  · linear_combination (1 / 8) * c * s * (-3 * s ^ 2 - c ^ 2 * r ^ 2) * hr
  · linear_combination (1 / 8) * (6 * c ^ 2 * s ^ 2 + c ^ 4 * (r ^ 2 + 3)) * hr
      + 9 / 8 * (c ^ 2 + s ^ 2 + 1) * hcs
```

## The prefactor comes from the cell area

Each site has six bonds, each shared by two sites, so there are three springs per site. The cell spanned by \(an_0\) and \(an_1\) has area \(a^2\sin(\pi/3)=\sqrt3a^2/2\), and

\[
\frac{\sqrt3a^2}{2}\,w(e)=\sum_j\frac K2(a\,n_j\cdot e\,n_j)^2 .
\]

In a code whose energy for a bond stretched from \(a\) to \(\ell\) is \(k(\ell-a)^2\), without the factor \(\tfrac12\), the constant to insert here is \(K=2k\).

```lean
/-- With bond length `a`, the energy of the three springs per site is the area spanned by two
neighbouring bonds times the energy density. -/
theorem cell_energy (K θ a : ℝ) (e : Matrix (Fin 2) (Fin 2) ℝ) :
    ∑ j ∈ range 3, K / 2 * (a * (bond θ j ⬝ᵥ e *ᵥ bond θ j)) ^ 2 =
      (a * bond θ 0 0 * (a * bond θ 1 1) - a * bond θ 0 1 * (a * bond θ 1 0))
        * energyDensity K θ e := by
  obtain ⟨h0, h1, -⟩ := bond_cartesian θ
  have hr : √3 ^ 2 = (3 : ℝ) := Real.sq_sqrt (by norm_num)
  have hK : K / √3 = √3 * K / 3 := by
    rw [div_eq_iff (by positivity)]; linear_combination (-K / 3) * hr
  -- the primitive cell has area √3 a² / 2
  have area : a * bond θ 0 0 * (a * bond θ 1 1) - a * bond θ 0 1 * (a * bond θ 1 0)
      = √3 / 2 * a ^ 2 := by
    simp only [h0, h1, Matrix.cons_val_zero, Matrix.cons_val_one, Matrix.cons_val_fin_one]
    linear_combination (√3 / 2 * a ^ 2) * Real.cos_sq_add_sin_sq θ
  rw [area, energyDensity, hK]
  simp only [mul_pow, ← Finset.mul_sum]
  linear_combination
    (-(K * a ^ 2 / 6) * ∑ j ∈ range 3, (bond θ j ⬝ᵥ e *ᵥ bond θ j) ^ 2) * hr
```

## Isotropic energy

For symmetric \(e\), \(n_j\cdot e\,n_j=e_{xx}x_j^2+2e_{xy}x_jy_j+e_{yy}y_j^2\). Squaring and summing with the moments gives

\[
\sum_j(n_j\cdot e\,n_j)^2=\tfrac98(e_{xx}^2+e_{yy}^2)+\tfrac38(2e_{xx}e_{yy}+4e_{xy}^2).
\]

Multiplication by \(K/\sqrt3\) yields

\[
w(e)=\frac{\sqrt3K}{8}\left(3e_{xx}^2+2e_{xx}e_{yy}+3e_{yy}^2+4e_{xy}^2\right)
=\mu\,\mathrm{tr}(e^2)+\frac{\mu}{2}(\mathrm{tr}\,e)^2 .
\]

The final `linear_combination` performs this contraction, with the strain coefficients multiplying the five moments.

```lean
/-- For every lattice angle and symmetric strain, the spring energy is the isotropic elastic
energy with both Lamé constants equal to `√3 K / 4`. -/
theorem energyDensity_eq_isotropic (K θ : ℝ) (e : Matrix (Fin 2) (Fin 2) ℝ) (he : e.IsSymm) :
    energyDensity K θ e =
      lameModulus K * (e * e).trace + lameModulus K / 2 * e.trace ^ 2 := by
  obtain ⟨m40, m31, m22, m13, m04⟩ := bond_moments θ
  have hr : √3 ^ 2 = (3 : ℝ) := Real.sq_sqrt (by norm_num)
  have hK : K / √3 = √3 * K / 3 := by
    rw [div_eq_iff (by positivity)]; linear_combination (-K / 3) * hr
  have hs : e 1 0 = e 0 1 := he.apply 0 1
  rw [energyDensity, hK, lameModulus]
  simp only [sum_range_succ, sum_range_zero, zero_add] at m40 m31 m22 m13 m04
  simp only [sum_range_succ, sum_range_zero, zero_add, dotProduct, Matrix.mulVec,
    Fin.sum_univ_two, Matrix.trace_fin_two, Matrix.mul_apply, hs]
  -- contract the bond moments with the strain
  linear_combination (√3 * K / 3) * (e 0 0 ^ 2 * m40 + 4 * e 0 0 * e 0 1 * m31
    + (2 * e 0 0 * e 1 1 + 4 * e 0 1 ^ 2) * m22 + 4 * e 1 1 * e 0 1 * m13 + e 1 1 ^ 2 * m04)
```

Symmetry, `e.IsSymm`, matters. For the infinitesimal rotation \(e=\begin{pmatrix}0&1\\-1&0\end{pmatrix}\), no bond stretches and \(w=0\), but the right-hand side is \(-2\mu\), which is nonzero when \(K\ne0\).

The component form is convenient for comparison with a strained-cell calculation. Its shear variable is the tensor component \(e_{xy}\), half the engineering shear strain.

```lean
/-- The energy density in terms of the strain components `x = e_xx`, `y = e_yy`, `z = e_xy`. -/
theorem energyDensity_components (K θ x y z : ℝ) :
    energyDensity K θ !![x, z; z, y] =
      √3 * K / 8 * (3 * x ^ 2 + 2 * x * y + 3 * y ^ 2 + 4 * z ^ 2) := by
  rw [energyDensity_eq_isotropic K θ _ (Matrix.IsSymm.ext (by simp [Fin.forall_fin_two]))]
  simp only [Matrix.mul_fin_two, Matrix.trace_fin_two_of, lameModulus]
  ring
```

Two deformations determine the moduli, as in a numerical fit. Suppose constants \(l,m\) satisfy \(w(e)=m\,\mathrm{tr}(e^2)+\tfrac l2(\mathrm{tr}\,e)^2\) for all symmetric \(e\). The shear \(\mathrm{diag}(1,-1)\) gives \(2m=\sqrt3K/2\), and the dilation \(\mathrm{diag}(1,1)\) gives \(2m+2l=\sqrt3K\). Hence \(l=m=\sqrt3K/4\). These unit strains are arguments of an exact quadratic form; a simulation with real springs would use small ones.

```lean
/-- Constants `l` and `m` reproduce the spring energy of all symmetric strains exactly when
both equal `√3 K / 4`. -/
theorem lame_constants_unique (K θ l m : ℝ) :
    (∀ e : Matrix (Fin 2) (Fin 2) ℝ, e.IsSymm →
      energyDensity K θ e = m * (e * e).trace + l / 2 * e.trace ^ 2) ↔
    l = lameModulus K ∧ m = lameModulus K := by
  constructor
  · intro h
    -- a pure shear fixes m, a dilation then fixes l
    have h1 := h !![1, 0; 0, -1] (Matrix.IsSymm.ext (by simp [Fin.forall_fin_two]))
    have h2 := h !![1, 0; 0, 1] (Matrix.IsSymm.ext (by simp [Fin.forall_fin_two]))
    simp only [energyDensity_components, Matrix.mul_fin_two, Matrix.trace_fin_two_of] at h1 h2
    unfold lameModulus
    constructor <;> linarith
  · rintro ⟨rfl, rfl⟩ e he
    exact energyDensity_eq_isotropic K θ e he
```

## Longitudinal and transverse stiffness

The plane wave with displacement \(u\sin(q\cdot R)\) at position \(R\), where \(q\) is now the wave vector, has strain amplitude \(e=\tfrac12(uq^T+qu^T)\). Then \(n_j\cdot e\,n_j=(n_j\cdot u)(n_j\cdot q)\), so

\[
w(e)=\frac K{\sqrt3}\sum_j(n_j\cdot u)^2(n_j\cdot q)^2=\tfrac12\,u\cdot C(q)u .
\]

Expanding both sides proves this without the moments.

```lean
/-- The strain amplitude `(u qᵀ + q uᵀ) / 2` of a plane wave with displacement amplitude `u` and
wave vector `q` has an energy density of half the Christoffel quadratic form. -/
theorem christoffel_energy (K θ : ℝ) (u q : Fin 2 → ℝ) :
    energyDensity K θ ((1 / 2 : ℝ) • (vecMulVec u q + vecMulVec q u)) =
      1 / 2 * (u ⬝ᵥ christoffel K θ q *ᵥ u) := by
  simp only [energyDensity, christoffel, sum_range_succ, sum_range_zero, zero_add, dotProduct,
    Matrix.mulVec, Fin.sum_univ_two, Matrix.smul_apply, Matrix.add_apply,
    Matrix.vecMulVec_apply, smul_eq_mul]
  ring
```

The moments now give the entries

\[
C_{xx}=\mu(3q_x^2+q_y^2),\quad C_{xy}=C_{yx}=2\mu q_xq_y,\quad C_{yy}=\mu(q_x^2+3q_y^2),
\]

which is \(C(q)=\mu(|q|^2I+2qq^T)\). Lean checks the four entries separately.

```lean
/-- The Christoffel matrix is `μ (|q|² I + 2 q qᵀ)` with `μ = √3 K / 4`, for every lattice
angle. -/
theorem christoffel_eq (K θ : ℝ) (q : Fin 2 → ℝ) :
    christoffel K θ q =
      lameModulus K • ((q ⬝ᵥ q) • (1 : Matrix (Fin 2) (Fin 2) ℝ) + (2 : ℝ) • vecMulVec q q) := by
  obtain ⟨m40, m31, m22, m13, m04⟩ := bond_moments θ
  have hr : √3 ^ 2 = (3 : ℝ) := Real.sq_sqrt (by norm_num)
  have hK : K / √3 = √3 * K / 3 := by
    rw [div_eq_iff (by positivity)]; linear_combination (-K / 3) * hr
  rw [christoffel, hK, lameModulus]
  simp only [sum_range_succ, sum_range_zero, zero_add] at m40 m31 m22 m13 m04
  refine Matrix.ext (Fin.forall_fin_two.2
    ⟨Fin.forall_fin_two.2 ⟨?_, ?_⟩, Fin.forall_fin_two.2 ⟨?_, ?_⟩⟩) <;>
  simp only [sum_range_succ, sum_range_zero, zero_add, dotProduct, Fin.sum_univ_two,
    Matrix.smul_apply, Matrix.add_apply, Matrix.vecMulVec_apply, smul_eq_mul,
    Matrix.one_apply, zero_ne_one, one_ne_zero, ↓reduceIte]
  · linear_combination (2 * √3 * K / 3) *
      (q 0 ^ 2 * m40 + 2 * q 0 * q 1 * m31 + q 1 ^ 2 * m22)
  · linear_combination (2 * √3 * K / 3) *
      (q 0 ^ 2 * m31 + 2 * q 0 * q 1 * m22 + q 1 ^ 2 * m13)
  · linear_combination (2 * √3 * K / 3) *
      (q 0 ^ 2 * m31 + 2 * q 0 * q 1 * m22 + q 1 ^ 2 * m13)
  · linear_combination (2 * √3 * K / 3) *
      (q 0 ^ 2 * m22 + 2 * q 0 * q 1 * m13 + q 1 ^ 2 * m04)
```

For \(|q|=1\), written `q ⬝ᵥ q = 1`, this gives \(C(q)q=3\mu q\), and \(C(q)t=\mu t\) whenever \(q\cdot t=0\). The trace is \(4\mu\) and the determinant is \(3\mu^2\), so

\[
\det(C(q)-xI)=x^2-4\mu x+3\mu^2=(3\mu-x)(\mu-x).
\]

The theorem states the determinant identity and both eigenvector equations. In a long-wavelength phonon calculation for this harmonic lattice with \(K>0\), dividing the eigenvalues by the mass per area gives the squared sound speeds, whose longitudinal-to-transverse ratio is 3.

```lean
/-- In every unit direction `q` the Christoffel matrix has the eigenvalues `3μ` and `μ`, with
`q` itself and the vectors orthogonal to `q` as respective eigenvectors. -/
theorem christoffel_eigenvalues (K θ : ℝ) (q : Fin 2 → ℝ) (hq : q ⬝ᵥ q = 1) :
    (∀ x : ℝ, (christoffel K θ q - x • (1 : Matrix (Fin 2) (Fin 2) ℝ)).det =
      (3 * lameModulus K - x) * (lameModulus K - x)) ∧
    christoffel K θ q *ᵥ q = (3 * lameModulus K) • q ∧
    ∀ t : Fin 2 → ℝ, q ⬝ᵥ t = 0 → christoffel K θ q *ᵥ t = lameModulus K • t := by
  rw [christoffel_eq]
  generalize lameModulus K = μ
  simp only [dotProduct, Fin.sum_univ_two] at hq ⊢
  refine ⟨fun x => ?_, ?_, fun t ht => ?_⟩
  · simp only [Matrix.det_fin_two, Matrix.sub_apply, Matrix.smul_apply, Matrix.add_apply,
      Matrix.vecMulVec_apply, smul_eq_mul, Matrix.one_apply, zero_ne_one, one_ne_zero,
      ↓reduceIte]
    linear_combination
      (3 * μ ^ 2 * (q 0 * q 0 + q 1 * q 1 + 1) - 4 * μ * x) * hq
  · refine funext (Fin.forall_fin_two.2 ⟨?_, ?_⟩) <;>
    simp only [Matrix.mulVec, dotProduct, Fin.sum_univ_two, Matrix.smul_apply,
      Matrix.add_apply, Matrix.vecMulVec_apply, Pi.smul_apply, smul_eq_mul,
      Matrix.one_apply, zero_ne_one, one_ne_zero, ↓reduceIte]
    · linear_combination 3 * μ * q 0 * hq
    · linear_combination 3 * μ * q 1 * hq
  · refine funext (Fin.forall_fin_two.2 ⟨?_, ?_⟩) <;>
    simp only [Matrix.mulVec, dotProduct, Fin.sum_univ_two, Matrix.smul_apply,
      Matrix.add_apply, Matrix.vecMulVec_apply, Pi.smul_apply, smul_eq_mul,
      Matrix.one_apply, zero_ne_one, one_ne_zero, ↓reduceIte]
    · linear_combination μ * t 0 * hq + 2 * μ * q 0 * ht
    · linear_combination μ * t 1 * hq + 2 * μ * q 1 * ht
```

## Transverse contraction of one third of the extension

Hold \(e_{xx}=x\) and \(e_{xy}=z\) fixed and let \(e_{yy}=y\) relax. Completing the square gives

\[
w=\frac{\sqrt3K}{8}\left[3\left(y+\frac x3\right)^2+\frac83x^2+4z^2\right].
\]

For \(K>0\), which means that the springs resist stretching, the minimum lies exactly at \(y=-x/3\). In a calculation this is the relaxation of the cell's transverse dimension under an imposed extension. If \(K=0\), the energy vanishes and every \(y\) is a minimiser.

The Lean statement is an equivalence: \(y\) has energy no greater than every competitor `y'` if and only if `y = -x / 3`. One direction compares \(y\) with \(-x/3\) and forces the square to vanish; the other uses that squares are nonnegative.

```lean
/-- For `K > 0` and fixed `x = e_xx` and `z = e_xy`, the transverse strain `y = e_yy` minimises the
energy exactly when `y = -x / 3`. -/
theorem transverse_relaxation (K θ x y z : ℝ) (hK : 0 < K) :
    (∀ y' : ℝ, energyDensity K θ !![x, z; z, y] ≤ energyDensity K θ !![x, z; z, y']) ↔
      y = -x / 3 := by
  have hpos : 0 < √3 * K / 8 := by positivity
  -- complete the square in the transverse strain
  have square : ∀ w : ℝ, energyDensity K θ !![x, z; z, w] =
      √3 * K / 8 * (3 * (w + x / 3) ^ 2 + (8 / 3 * x ^ 2 + 4 * z ^ 2)) := by
    intro w
    rw [energyDensity_components]
    ring
  simp only [square]
  constructor
  · intro h
    have h1 := le_of_mul_le_mul_left (h (-x / 3)) hpos
    have h2 : (-x / 3 + x / 3) ^ 2 = 0 := by ring
    have h3 : (y + x / 3) ^ 2 = 0 :=
      le_antisymm (by linarith) (sq_nonneg _)
    have h4 : y + x / 3 = 0 := pow_eq_zero_iff (two_ne_zero) |>.1 h3
    linarith
  · rintro rfl y'
    apply mul_le_mul_of_nonneg_left _ hpos.le
    have h2 : (-x / 3 + x / 3) ^ 2 = 0 := by ring
    linarith [sq_nonneg (y' + x / 3)]

end

end TriangularLatticeElasticity
```

```lean
#print axioms TriangularLatticeElasticity.energyDensity_eq_isotropic
#print axioms TriangularLatticeElasticity.lame_constants_unique
#print axioms TriangularLatticeElasticity.christoffel_eigenvalues
#print axioms TriangularLatticeElasticity.transverse_relaxation
```

```
'TriangularLatticeElasticity.energyDensity_eq_isotropic' depends on axioms: [propext, Classical.choice, Quot.sound]
'TriangularLatticeElasticity.lame_constants_unique' depends on axioms: [propext, Classical.choice, Quot.sound]
'TriangularLatticeElasticity.christoffel_eigenvalues' depends on axioms: [propext, Classical.choice, Quot.sound]
'TriangularLatticeElasticity.transverse_relaxation' depends on axioms: [propext, Classical.choice, Quot.sound]
```
